# Geometry and energy errors of a fitted stationary point, bounded by force error and stiffness in a convex region

A fitted potential can reproduce the reference forces closely and still relax to a visibly wrong structure. Take a one-dimensional reference energy kx²/2 and a fit that differs from it by a constant force of 0.01 eV/Å. If k = 10 eV/Å², the fitted minimum is displaced by 0.001 Å. If k = 0.01 eV/Å², it is displaced by 1 Å. The force error is the same in both cases, so a force error reported without a stiffness puts no limit on the geometry error.

## Geometry error d/k, energy error d²/(2k)

Let E be the reference energy and F the fitted potential, as functions of the configuration x. Write gE and gF for their gradients, which are minus the forces. Let S be a convex region of configurations on which E has stiffness at least k > 0:

⟨gE(x) − gE(y), x − y⟩ ≥ k‖x − y‖² for all x, y in S.

Let x0 and x1 be points of S with gE(x0) = 0 and gF(x1) = 0, and suppose that ‖gE(x1) − gF(x1)‖ ≤ d. Then

‖x1 − x0‖ ≤ d/k

0 ≤ E(x1) − E(x0) ≤ d²/(2k).

Both energies in the second line are reference energies. The second line limits the reference energy of the fitted geometry relative to that of x0. It does not compare F(x1) with E(x0), and adding a constant to F changes nothing.

## Relaxed structures in a validation run

The bound applies when a code relaxes a structure with a fitted potential and the result is judged against a reference method, provided that both stationary points lie in one convex region on which the reference energy has stiffness at least k > 0. Three details affect the numbers that go in.

- **The error at x1 is what counts.** Since gF(x1) = 0, the force error there is the reference force itself. One reference force calculation at the fitted geometry therefore supplies d. An average over a test set does not bound the error at this particular point.
- **The norm runs over all components.** For N atoms, ‖·‖ is √(3N) times the root-mean-square component.
- **The stiffness must hold throughout S.** For a twice differentiable E, it is enough that every Hessian eigenvalue is at least k everywhere in S. The Hessian is the plain one, without mass weighting, and its value at x0 alone is not enough. Uniform translations cost no energy, so they have to be removed first, for example by fixing the unweighted mean of the atomic positions. For an isolated molecule the same is true of rotations, which can be removed by the Eckart conditions with all masses set equal; these are linear in the coordinates. The stiffness k is then a lower limit on the eigenvalues of the Hessian restricted to the displacements that remain.

If the relaxation stops at a residual gradient q = gF(x1) ≠ 0, replace d by d + ‖q‖. This follows by applying the bound to F(x) − ⟨q, x⟩, which is stationary at x1.

## From stiffness to the two bounds

**Distance.** Stiffness and the Cauchy–Schwarz inequality give

k‖x − y‖² ≤ ⟨gE(x) − gE(y), x − y⟩ ≤ ‖gE(x) − gE(y)‖ ‖x − y‖.

For x ≠ y, divide by ‖x − y‖; for x = y the result is trivial. Hence

k‖x − y‖ ≤ ‖gE(x) − gE(y)‖.

Set x = x1 and y = x0. Because gE(x0) = 0 and gF(x1) = 0, the right-hand side is ‖gE(x1) − gF(x1)‖ ≤ d, and so ‖x1 − x0‖ ≤ d/k.

**Harmonic lower bound.** For x, y in S put v = y − x and, for 0 ≤ t ≤ 1,

φ(t) = E(x + tv) − t⟨gE(x), v⟩ − (k/2)‖v‖²t².

The segment stays in S because S is convex. The derivative is

φ′(t) = ⟨gE(x + tv) − gE(x), v⟩ − k‖v‖²t.

Stiffness for the pair x + tv and x reads

kt²‖v‖² ≤ t⟨gE(x + tv) − gE(x), v⟩.

Dividing by t > 0 shows that φ′(t) ≥ 0. Therefore φ(1) ≥ φ(0), which is

E(y) ≥ E(x) + ⟨gE(x), y − x⟩ + (k/2)‖y − x‖².

With x = x0 and y = x1 the gradient term vanishes, so E(x1) − E(x0) ≥ 0.

**Energy.** Now use the same inequality with x = x1 and y = x0. Write G = ‖gE(x1)‖ and r = ‖x1 − x0‖. By Cauchy–Schwarz,

E(x1) − E(x0) ≤ Gr − kr²/2 = G²/(2k) − (G − kr)²/(2k) ≤ G²/(2k).

Since G ≤ d, the upper bound follows.

**Several fitted stationary points.** Suppose that the force error is at most d throughout S, and let x and y be two stationary points of F in S. The reference gradient has norm at most d at each, so

k‖x − y‖ ≤ ‖gE(x)‖ + ‖gE(y)‖ ≤ 2d.

They are at most 2d/k apart, even if F is not convex.

**A case of equality.** Take E(x) = (k/2)‖x‖² and F(x) = E(x) − ⟨f, x⟩ with a constant force f. The gradients are kx and kx − f, the force error is ‖f‖ everywhere, and the stationary points are x0 = 0 and x1 = f/k. Their distance is ‖f‖/k and the energy difference is (k/2)‖f/k‖² = ‖f‖²/(2k). Neither upper bound can be improved by a constant factor.

## The bounds in Lean

```lean
import Mathlib

open Set

namespace FittedPotentialMinimum

noncomputable section

variable {H : Type*} [NormedAddCommGroup H] [InnerProductSpace ℝ H] [CompleteSpace H]

/-- The vector field `g` is the gradient of the energy `E` at every configuration in `S`. -/
def IsGradientOn (S : Set H) (E : H → ℝ) (g : H → H) : Prop :=
  ∀ x ∈ S, HasGradientAt E (g x) x

/-- The configuration `x` is stationary for `E`: the gradient exists there and is zero. -/
def IsStationary (E : H → ℝ) (x : H) : Prop := HasGradientAt E 0 x

omit [CompleteSpace H] in
/-- The gradient field `g` has stiffness at least `k` on the region `S`:
`⟨g x - g y, x - y⟩ ≥ k ‖x - y‖²` for all `x`, `y` in `S`. -/
def StiffOn (k : ℝ) (S : Set H) (g : H → H) : Prop :=
  ∀ x ∈ S, ∀ y ∈ S, k * ‖x - y‖ ^ 2 ≤ inner ℝ (g x - g y) (x - y)

omit [CompleteSpace H] in
/-- In a region of stiffness at least `k`, the distance between two configurations times `k` is at
most the norm of the difference of their gradients. -/
theorem stiff_dist_le {k : ℝ} {S : Set H} {g : H → H} (hg : StiffOn k S g)
    {x y : H} (hx : x ∈ S) (hy : y ∈ S) : k * ‖x - y‖ ≤ ‖g x - g y‖ := by
  have h := hg x hx y hy
  have hc := real_inner_le_norm (g x - g y) (x - y)
  rcases (norm_nonneg (x - y)).eq_or_lt with h0 | h0
  · rw [← h0, mul_zero]
    exact norm_nonneg _
  · refine le_of_mul_le_mul_right ?_ h0
    nlinarith

/-- If `E` has gradient `p` at `x + t v`, the derivative of `E (x + s v)` with respect to `s` at
`s = t` is the inner product of `p` and `v`. -/
theorem hasDerivAt_line {E : H → ℝ} {x v p : H} {t : ℝ}
    (h : HasGradientAt E p (x + t • v)) :
    HasDerivAt (fun s : ℝ => E (x + s • v)) (inner ℝ p v) t := by
  have hl : HasDerivAt (fun s : ℝ => x + s • v) v t := by
    simpa using ((hasDerivAt_id t).smul_const v).const_add x
  exact h.hasFDerivAt.comp_hasDerivAt t hl

/-- In a convex region of stiffness at least `k`, the energy lies above its tangent plane
by at least the harmonic energy `k ‖y - x‖² / 2`. -/
theorem harmonic_lower_bound {k : ℝ} {S : Set H} {E : H → ℝ} {g : H → H}
    (hS : Convex ℝ S) (hE : IsGradientOn S E g) (hg : StiffOn k S g)
    {x y : H} (hx : x ∈ S) (hy : y ∈ S) :
    E x + inner ℝ (g x) (y - x) + k / 2 * ‖y - x‖ ^ 2 ≤ E y := by
  have hmem : ∀ t ∈ Icc (0 : ℝ) 1, x + t • (y - x) ∈ S :=
    fun t ht => hS.add_smul_sub_mem hx hy ht
  -- the energy along the segment, minus its tangent and harmonic parts
  obtain ⟨φ, hφ⟩ : ∃ φ : ℝ → ℝ, φ = fun s => E (x + s • (y - x))
      - s * inner ℝ (g x) (y - x) - k / 2 * ‖y - x‖ ^ 2 * s ^ 2 := ⟨_, rfl⟩
  have hder : ∀ t ∈ Icc (0 : ℝ) 1, HasDerivAt φ (inner ℝ (g (x + t • (y - x))) (y - x)
      - inner ℝ (g x) (y - x) - k * ‖y - x‖ ^ 2 * t) t := by
    intro t ht
    have h1 := hasDerivAt_line (hE _ (hmem t ht))
    have h2 := (hasDerivAt_id' t).mul_const (inner ℝ (g x) (y - x))
    have h3 : HasDerivAt (fun s : ℝ => s ^ 2) (2 * t) t := by
      simpa using hasDerivAt_pow 2 t
    rw [hφ]
    exact ((h1.fun_sub h2).fun_sub (h3.const_mul (k / 2 * ‖y - x‖ ^ 2))).congr_deriv
      (by ring)
  -- stiffness makes this remainder increase along the segment
  have hmono : MonotoneOn φ (Icc (0 : ℝ) 1) := by
    refine monotoneOn_of_deriv_nonneg (convex_Icc 0 1)
      (fun t ht => (hder t ht).continuousAt.continuousWithinAt)
      (fun t ht => (hder t (interior_subset ht)).differentiableAt.differentiableWithinAt)
      (fun t ht => ?_)
    rw [interior_Icc] at ht
    have ht' : t ∈ Icc (0 : ℝ) 1 := ⟨ht.1.le, ht.2.le⟩
    rw [(hder t ht').deriv]
    have h := hg _ (hmem t ht') x hx
    rw [add_sub_cancel_left, norm_smul, inner_smul_right, inner_sub_left,
      Real.norm_of_nonneg ht.1.le] at h
    have h' : k * ‖y - x‖ ^ 2 * t
        ≤ inner ℝ (g (x + t • (y - x))) (y - x) - inner ℝ (g x) (y - x) :=
      le_of_mul_le_mul_left (by nlinarith) ht.1
    linarith
  have h := hmono (left_mem_Icc.2 zero_le_one) (right_mem_Icc.2 zero_le_one) zero_le_one
  simp only [hφ, zero_smul, add_zero, one_smul, add_sub_cancel] at h
  linarith

/-- In a convex region of stiffness at least `k > 0`, the energy of `x` exceeds that of any
other configuration `y` by at most `‖g x‖² / (2k)`, where `g x` is the gradient at `x`. -/
theorem energy_excess_le {k : ℝ} {S : Set H} {E : H → ℝ} {g : H → H} (hk : 0 < k)
    (hS : Convex ℝ S) (hE : IsGradientOn S E g) (hg : StiffOn k S g)
    {x y : H} (hx : x ∈ S) (hy : y ∈ S) : E x - E y ≤ ‖g x‖ ^ 2 / (2 * k) := by
  have h := harmonic_lower_bound hS hE hg hx hy
  have hc := neg_le_of_abs_le (abs_real_inner_le_norm (g x) (y - x))
  have h1 : E x - E y ≤ ‖g x‖ * ‖y - x‖ - k / 2 * ‖y - x‖ ^ 2 := by linarith
  have h2 := mul_le_mul_of_nonneg_right h1 (by positivity : 0 ≤ 2 * k)
  rw [le_div_iff₀ (by positivity)]
  -- complete the square
  nlinarith [sq_nonneg (‖g x‖ - k * ‖y - x‖)]

/-- Let the reference energy `E` have stiffness at least `k > 0` on a convex region containing
a stationary point `x0` of `E` and a stationary point `x1` of the fit `F`. If the gradient error
at `x1` is at most `d`, the geometry error is at most `d / k`, and the reference energy of `x1`
lies above that of `x0` by between `0` and `d² / (2k)`. -/
theorem fitted_minimum_error {k d : ℝ} {S : Set H} {E F : H → ℝ} {gE gF : H → H}
    (hk : 0 < k) (hS : Convex ℝ S) (hE : IsGradientOn S E gE) (hF : IsGradientOn S F gF)
    (hg : StiffOn k S gE) {x0 x1 : H} (hx0 : x0 ∈ S) (hx1 : x1 ∈ S)
    (h0 : IsStationary E x0) (h1 : IsStationary F x1) (hd : ‖gE x1 - gF x1‖ ≤ d) :
    ‖x1 - x0‖ ≤ d / k ∧ 0 ≤ E x1 - E x0 ∧ E x1 - E x0 ≤ d ^ 2 / (2 * k) := by
  have e0 : gE x0 = 0 := (hE x0 hx0).gradient.symm.trans (HasGradientAt.gradient h0)
  have e1 : gF x1 = 0 := (hF x1 hx1).gradient.symm.trans (HasGradientAt.gradient h1)
  -- at the fitted stationary point the reference gradient is the gradient error
  rw [e1, sub_zero] at hd
  refine ⟨?_, ?_, ?_⟩
  · have h := stiff_dist_le hg hx1 hx0
    rw [e0, sub_zero] at h
    rw [le_div_iff₀ hk]
    linarith
  · have h := harmonic_lower_bound hS hE hg hx0 hx1
    rw [e0, inner_zero_left] at h
    have hp : 0 ≤ k / 2 * ‖x1 - x0‖ ^ 2 := by positivity
    linarith
  · exact (energy_excess_le hk hS hE hg hx1 hx0).trans (by gcongr)

/-- If the reference gradient has stiffness at least `k > 0` on a region and the gradient error
is at most `d` there, any two stationary points of the fit in that region are at most
`2d / k` apart. -/
theorem fitted_stationary_points_close {k d : ℝ} {S : Set H} {F : H → ℝ} {gE gF : H → H}
    (hk : 0 < k) (hF : IsGradientOn S F gF) (hg : StiffOn k S gE)
    (hd : ∀ x ∈ S, ‖gE x - gF x‖ ≤ d) {x y : H} (hx : x ∈ S) (hy : y ∈ S)
    (h1 : IsStationary F x) (h2 : IsStationary F y) : ‖x - y‖ ≤ 2 * d / k := by
  have e1 : gF x = 0 := (hF x hx).gradient.symm.trans (HasGradientAt.gradient h1)
  have e2 : gF y = 0 := (hF y hy).gradient.symm.trans (HasGradientAt.gradient h2)
  have d1 := hd x hx
  have d2 := hd y hy
  rw [e1, sub_zero] at d1
  rw [e2, sub_zero] at d2
  have h := stiff_dist_le hg hx hy
  have ht := norm_sub_le (gE x) (gE y)
  rw [le_div_iff₀ hk]
  linarith

omit [CompleteSpace H] in
/-- The energy of a harmonic well with force constant `k` under a constant force `f`. -/
def harmonicWell (k : ℝ) (f x : H) : ℝ := k / 2 * ‖x‖ ^ 2 - inner ℝ f x

omit [CompleteSpace H] in
/-- The linear vector field `k x - f`. -/
def wellGradient (k : ℝ) (f x : H) : H := k • x - f

/-- The gradient of the harmonic well under a constant force `f` is `k x - f`. -/
theorem harmonicWell_gradient (k : ℝ) (f x : H) :
    HasGradientAt (harmonicWell k f) (wellGradient k f x) x := by
  rw [hasGradientAt_iff_hasFDerivAt]
  have h := ((hasStrictFDerivAt_norm_sq x).hasFDerivAt.const_mul (k / 2)).fun_sub
    (innerSL ℝ f).hasFDerivAt
  refine HasFDerivAt.congr_fderiv h ?_
  ext v
  change k / 2 * ((2 : ℕ) • inner ℝ x v) - inner ℝ f v = inner ℝ (k • x - f) v
  rw [inner_sub_left, real_inner_smul_left, nsmul_eq_mul]
  push_cast
  ring

/-- For `k > 0`, take the harmonic well as reference and the same well under a constant force
`f` as fit. The stiffness is at least `k`, the gradient error is `‖f‖` everywhere, and the
stationary points `0` and `f / k` attain both upper bounds of `fitted_minimum_error`. -/
theorem fitted_minimum_error_witness {k : ℝ} (hk : 0 < k) (f : H) :
    IsGradientOn univ (harmonicWell k (0 : H)) (wellGradient k 0) ∧
    IsGradientOn univ (harmonicWell k f) (wellGradient k f) ∧
    StiffOn k univ (wellGradient k (0 : H)) ∧
    (∀ x, ‖wellGradient k 0 x - wellGradient k f x‖ = ‖f‖) ∧
    IsStationary (harmonicWell k (0 : H)) 0 ∧
    IsStationary (harmonicWell k f) (k⁻¹ • f) ∧
    ‖k⁻¹ • f - 0‖ = ‖f‖ / k ∧
    harmonicWell k 0 (k⁻¹ • f) - harmonicWell k (0 : H) 0 = ‖f‖ ^ 2 / (2 * k) := by
  have hn : ‖k⁻¹ • f‖ = ‖f‖ / k := by
    rw [norm_smul, Real.norm_of_nonneg (inv_nonneg.2 hk.le)]
    ring
  refine ⟨fun x _ => harmonicWell_gradient k 0 x, fun x _ => harmonicWell_gradient k f x,
    ?_, ?_, ?_, ?_, ?_, ?_⟩
  · intro x _ y _
    have h : inner ℝ (wellGradient k 0 x - wellGradient k 0 y) (x - y)
        = k * ‖x - y‖ ^ 2 := by
      have e : wellGradient k 0 x - wellGradient k 0 y = k • (x - y) := by
        simp only [wellGradient]
        module
      rw [e, real_inner_smul_left, real_inner_self_eq_norm_sq]
    exact h.ge
  · intro x
    simp [wellGradient]
  · have h := harmonicWell_gradient k (0 : H) 0
    have e : wellGradient k (0 : H) 0 = 0 := by simp [wellGradient]
    rwa [e] at h
  · have h := harmonicWell_gradient k f (k⁻¹ • f)
    have e : wellGradient k f (k⁻¹ • f) = 0 := by
      simp [wellGradient, smul_smul, hk.ne']
    rwa [e] at h
  · rw [sub_zero, hn]
  · simp only [harmonicWell, hn, inner_zero_left, norm_zero]
    linear_combination (‖f‖ ^ 2 * k⁻¹ / 2) * (mul_inv_cancel₀ hk.ne')

end

end FittedPotentialMinimum
```

```lean
#print axioms FittedPotentialMinimum.fitted_minimum_error
#print axioms FittedPotentialMinimum.fitted_stationary_points_close
```

```
'FittedPotentialMinimum.fitted_minimum_error' depends on axioms: [propext, Classical.choice, Quot.sound]
'FittedPotentialMinimum.fitted_stationary_points_close' depends on axioms: [propext, Classical.choice, Quot.sound]
```

## Convex regions, assumed stiffness and given stationary points

The type `H` is a real Hilbert space of configurations. For ℝⁿ with its usual norm, take `EuclideanSpace ℝ (Fin n)`. `IsGradientOn S E g` says that E is differentiable at every point of S with gradient `g`, and `StiffOn k S g` is the stiffness inequality. `IsStationary E x` says that the gradient exists at x and is zero, which admits saddle points and maxima of the fit.

In `fitted_minimum_error`, `hk` and `hS` state that k is positive and S convex. `hE` and `hF` tie the fields `gE` and `gF` to the two energies, and `hg` requires stiffness of the reference only. `hx0` and `hx1` place the two points in S, `h0` and `h1` make them stationary, and `hd` bounds the gradient error at `x1` alone. The conclusion is the three inequalities. Choosing `S = univ` gives the case in which stiffness holds on the whole space; an error bound valid everywhere then supplies `hd`.

The proof has the same steps as the derivation:

- `stiff_dist_le` treats zero and positive distance separately and cancels one factor of the distance.
- `hasDerivAt_line` is the chain rule along a segment. `harmonic_lower_bound` uses it to differentiate φ, obtains monotonicity from `monotoneOn_of_deriv_nonneg`, and compares the endpoints.
- `energy_excess_le` completes the square: `nlinarith` receives the nonnegative square of `‖g x‖ - k * ‖y - x‖`.
- `fitted_minimum_error` first derives `gE x0 = 0` and `gF x1 = 0` from uniqueness of the gradient, then applies these lemmas.
- `fitted_stationary_points_close` adds the triangle inequality. It assumes the error bound on all of S, although the proof uses it only at the two stationary points, and it does not assume that S is convex.
- `harmonicWell_gradient` differentiates the displaced well, and `fitted_minimum_error_witness` verifies the hypotheses and both equalities for it.

The stiffness k is an input. Physically it is a lower limit on the curvature of the reference surface in every direction, and a code must obtain it from elsewhere. The existence of x0 and x1, and their membership in the same region S, are also assumed. A fit that relaxes into another basin is therefore beyond the reach of the bound. When E is a static energy, the theorem also gives no bound on free energies at finite temperature.

Strict convexity is not a substitute for a positive k. On the real line let

E(x) = x⁴/4, F(x) = x⁴/4 − dx, with d > 0.

Both functions are strictly convex and the force error is d everywhere. The minima are x0 = 0 and x1 = d^(1/3). The ratio of geometry error to force error is d^(−2/3), which grows without limit as d → 0, so no constant C gives |x1 − x0| ≤ Cd for every d > 0. In such a soft mode, a tenfold reduction of the force error improves the geometry by a factor of only about 2.2. This example, like the Hessian criterion and the residual correction above, is an argument made in the text and not in the Lean file.
